# For two uncoupled spins 1/2 with H = b₁·I + b₂·S, the normalised singlet s satisfies ‖Hs‖² = |b₁ − b₂|²/4

## Spins, fields and states

The basis states of one spin are numbered 0 for ↑ and 1 for ↓. Vector components are numbered 0, 1, 2 for x, y, z. The subscripts of b₁ and b₂ name the spins, so b₁(a) is component a of the field at the first spin.

```lean
import Mathlib

open Matrix
open scoped Kronecker

namespace SingletFieldLeakage

noncomputable section
```

The operators of one spin, in units of ħ, are half the Pauli matrices σ_a.

```lean
/-- The three spin-1/2 operators (x, y, z), in units of the reduced Planck constant. -/
def spin : Fin 3 → Matrix (Fin 2) (Fin 2) ℂ :=
  ![!![0, 1/2; 1/2, 0], !![0, -Complex.I/2; Complex.I/2, 0], !![1/2, 0; 0, -1/2]]
```

For the pair, I_a = (σ_a/2) ⊗ 1 acts on the first spin and S_a = 1 ⊗ (σ_a/2) on the second. The Hamiltonian is

H = b₁·I + b₂·S = Σ_a [b₁(a) I_a + b₂(a) S_a].

In `zeeman` the fields are real vectors in angular-frequency units, with gyromagnetic ratios and signs absorbed. Equal b₁ and b₂ therefore means equal precession vectors, which for unlike nuclei is not the same as equal magnetic fields.

```lean
/-- The Hamiltonian `b₁·I + b₂·S` of two spins in local fields `b₁` and `b₂`,
given in angular-frequency units. -/
def zeeman (b₁ b₂ : Fin 3 → ℝ) : Matrix (Fin 2 × Fin 2) (Fin 2 × Fin 2) ℂ :=
  ∑ a, ((b₁ a : ℂ) • (spin a ⊗ₖ (1 : Matrix (Fin 2) (Fin 2) ℂ)) +
    (b₂ a : ℂ) • ((1 : Matrix (Fin 2) (Fin 2) ℂ) ⊗ₖ spin a))
```

A state of the pair is a complex function ψ(i, j) on `Fin 2 × Fin 2`, with i for the first spin and j for the second. It can be read as a 2×2 matrix. With the amplitude c = 1/√2, called `amp`, the singlet is c times the matrix ε with rows (0, 1) and (−1, 0).

```lean
/-- The amplitude `1/√2`. -/
def amp : ℂ := (((√2)⁻¹ : ℝ) : ℂ)

/-- The singlet state `(|↑↓⟩ - |↓↑⟩)/√2`. -/
def singlet : Fin 2 × Fin 2 → ℂ := fun p => amp * !![0, 1; -1, 0] p.1 p.2
```

For a real vector d, let T(d) be the state whose matrix is c times

row 0: −d(0) + i d(1), d(2)
row 1: d(2), d(0) + i d(1).

It has unit norm only when |d| = 1. For d = (0, 0, 1) it is the familiar (|↑↓⟩ + |↓↑⟩)/√2.

```lean
/-- The triplet state labelled by a real vector `d`. -/
def triplet (d : Fin 3 → ℝ) : Fin 2 × Fin 2 → ℂ := fun p =>
  amp * !![-(d 0 : ℂ) + Complex.I * d 1, (d 2 : ℂ);
    (d 2 : ℂ), (d 0 : ℂ) + Complex.I * d 1] p.1 p.2
```

The singlet projector is P = |s⟩⟨s|, with entries P(p, q) = s(p) s(q)*.

```lean
/-- The projector onto the singlet state. -/
def singletProj : Matrix (Fin 2 × Fin 2) (Fin 2 × Fin 2) ℂ :=
  vecMulVec singlet (star singlet)
```

The leakage is ‖Hs‖², written as a sum of squared moduli over the four components.

```lean
/-- The leakage `‖H s‖²` of the singlet `s` under the local fields `b₁` and `b₂`. -/
def leakage (b₁ b₂ : Fin 3 → ℝ) : ℝ := ∑ p, ‖(zeeman b₁ b₂ *ᵥ singlet) p‖ ^ 2
```

The inner product ⟨s, v⟩ appears in Lean as `star singlet ⬝ᵥ v`, and `*ᵥ` is a matrix acting on a state.

Since ⟨s, Hs⟩ turns out to be zero, the leakage is also the energy variance of the singlet, in squared angular frequency. For constant fields, ordinary perturbation theory then gives a survival probability of 1 − ‖Hs‖²t² to second order in the time t. This bears on the storage of hyperpolarisation as singlet order, within a model of two spins that have no coupling to each other and feel only classical fields. Dipolar and scalar couplings, time evolution and relaxation rates are not treated.

## (a) The square of the amplitude

Show that c² = 1/2.

Since √2 · √2 = 2, the product of the two inverses is 1/2. The Lean proof does this in the real numbers and carries the result to the complex ones.

```lean
lemma amp_mul_self : amp * amp = 1 / 2 := by
  unfold amp
  rw [← Complex.ofReal_mul, ← mul_inv, Real.mul_self_sqrt (by norm_num)]
  norm_num
```

## (b) The amplitude is real

Show that c* = c.

The number c is the image of a real number, and conjugation leaves such numbers fixed.

```lean
lemma conj_amp : starRingEnd ℂ amp = amp := Complex.conj_ofReal _
```

## (c) Norm of the singlet

Show that ⟨s, s⟩ = 1.

Only the components ↑↓ and ↓↑ contribute:

⟨s, s⟩ = c·c + (−c)(−c) = 2c² = 1.

In Lean, `simp` expands the sum over the four basis states, and `linear_combination` inserts (a).

```lean
/-- The singlet state is normalised. -/
theorem singlet_normalised : star singlet ⬝ᵥ singlet = 1 := by
  simp [dotProduct, Fintype.sum_prod_type, Fin.sum_univ_two, singlet, conj_amp]
  linear_combination 2 * amp_mul_self
```

## (d) The triplet states T(d)

Show that T(d) is unchanged when the spins are exchanged, that it is orthogonal to s, and that ‖T(d)‖² = |d|².

Exchange transposes the matrix of a state, and the matrix of T(d) is symmetric. For the overlap, the two non-zero components of s give

⟨s, T(d)⟩ = c·c d(2) − c·c d(2) = 0.

The diagonal entries both have squared modulus c²(d(0)² + d(1)²), and the off-diagonal ones both have c² d(2)². Hence

‖T(d)‖² = 2c²(d(0)² + d(1)² + d(2)²) = |d|².

For the norm, the proof moves to the complex numbers, writes each squared modulus as z*z, and finishes with c² = 1/2 and i² = −1.

```lean
/-- Each triplet state is symmetric under exchange of the spins, is orthogonal to the singlet,
and has the squared length of its vector as squared norm. -/
theorem triplet_properties (d : Fin 3 → ℝ) :
    (∀ p, triplet d p.swap = triplet d p) ∧ star singlet ⬝ᵥ triplet d = 0 ∧
      ∑ p, ‖triplet d p‖ ^ 2 = ∑ a, d a ^ 2 := by
  refine ⟨?_, ?_, ?_⟩
  · rintro ⟨i, j⟩
    fin_cases i <;> fin_cases j <;> simp [triplet]
  · simp [dotProduct, Fintype.sum_prod_type, Fin.sum_univ_two, singlet, triplet, conj_amp]
  · -- squared moduli are products with the complex conjugate
    apply Complex.ofReal_injective
    push_cast
    simp only [← Complex.conj_mul']
    simp [Fintype.sum_prod_type, Fin.sum_univ_two, Fin.sum_univ_three, triplet, conj_amp]
    linear_combination
      2 * ((d 0 : ℂ) ^ 2 + (d 1 : ℂ) ^ 2 + (d 2 : ℂ) ^ 2) * amp_mul_self
        - 2 * amp ^ 2 * (d 1 : ℂ) ^ 2 * Complex.I_sq
```

## (e) Action of the fields on the singlet

Show that Hs = T((b₁ − b₂)/2).

In matrix form, an operator A on the first spin sends ψ to Aψ, and an operator B on the second sends ψ to ψBᵀ. Therefore

I_a s = (c/2) σ_a ε,
S_a s = (c/2) ε σ_aᵀ.

Multiplying out for each of the three Pauli matrices gives ε σ_aᵀ = −σ_a ε, so S_a s = −I_a s. This is the statement that the singlet has no total spin. It follows that

Hs = c Σ_a [(b₁(a) − b₂(a))/2] σ_a ε.

The three products are

σ_0 ε: rows (−1, 0) and (0, 1)
σ_1 ε: rows (i, 0) and (0, i)
σ_2 ε: rows (0, 1) and (1, 0).

Their sum with coefficients d(a) = (b₁(a) − b₂(a))/2 is the matrix that defines T(d). Lean checks the same identity component by component: `fin_cases` lists the four basis states, `simp` evaluates the sums, and `ring` compares the polynomials.

```lean
/-- Applying the Hamiltonian to the singlet gives the vector `triplet d`, where `d` is half the
field difference, `(b₁ - b₂)/2`. -/
theorem zeeman_mulVec_singlet (b₁ b₂ : Fin 3 → ℝ) :
    zeeman b₁ b₂ *ᵥ singlet = triplet (fun a => (b₁ a - b₂ a) / 2) := by
  ext ⟨i, j⟩
  fin_cases i <;> fin_cases j <;>
    simp [zeeman, spin, singlet, triplet, Matrix.mulVec, dotProduct, Fintype.sum_prod_type,
      Fin.sum_univ_two, Fin.sum_univ_three, Matrix.kroneckerMap_apply, Matrix.one_apply] <;>
    ring
```

## (f) Size of the leakage

Show that ‖Hs‖² = |b₁ − b₂|²/4.

By (e) and the norm in (d),

‖Hs‖² = Σ_a [(b₁(a) − b₂(a))/2]² = |b₁ − b₂|²/4.

If the two fields lie along z and differ by Δω, the leakage is Δω²/4. The proof rewrites with the same two results.

```lean
lemma leakage_eq (b₁ b₂ : Fin 3 → ℝ) :
    leakage b₁ b₂ = (∑ a, (b₁ a - b₂ a) ^ 2) / 4 := by
  unfold leakage
  rw [zeeman_mulVec_singlet, (triplet_properties _).2.2]
  simp only [Fin.sum_univ_three]
  ring
```

## (g) When the leakage vanishes

Show that the leakage is zero exactly when b₁ = b₂.

If it is zero, then by (f) the sum of the squares (b₁(a) − b₂(a))² is zero. The terms are real and non-negative, so each is zero, and the fields agree in every component. If the fields are equal, every term is zero. The step from the sum to its terms is `Finset.sum_eq_zero_iff_of_nonneg`.

```lean
lemma leakage_eq_zero_iff (b₁ b₂ : Fin 3 → ℝ) : leakage b₁ b₂ = 0 ↔ b₁ = b₂ := by
  rw [leakage_eq]
  constructor
  · intro h
    have h0 : ∑ a, (b₁ a - b₂ a) ^ 2 = 0 := by linarith
    funext a
    have ha := (Finset.sum_eq_zero_iff_of_nonneg
      (fun a _ => sq_nonneg (b₁ a - b₂ a))).1 h0 a (Finset.mem_univ a)
    exact sub_eq_zero.1 (pow_eq_zero_iff two_ne_zero |>.1 ha)
  · rintro rfl
    simp
```

## (h) Mean energy, leakage and annihilation

Show that ⟨s, Hs⟩ = 0, that ‖Hs‖² = |b₁ − b₂|²/4, and that Hs = 0 exactly when b₁ = b₂.

By (e), Hs is a state T(d), which is orthogonal to s by (d), so the mean energy vanishes for all fields. The second claim is (f). If Hs = 0, the leakage is zero and (g) gives b₁ = b₂. If b₁ = b₂, then Hs = T(0) = 0. The Lean proof takes these steps in the same order.

```lean
/-- Under local fields the singlet has zero mean energy and leakage `|b₁ - b₂|²/4`, and the
Hamiltonian annihilates it exactly when the two fields are equal. -/
theorem singlet_field_leakage (b₁ b₂ : Fin 3 → ℝ) :
    star singlet ⬝ᵥ (zeeman b₁ b₂ *ᵥ singlet) = 0 ∧
      leakage b₁ b₂ = (∑ a, (b₁ a - b₂ a) ^ 2) / 4 ∧
      (zeeman b₁ b₂ *ᵥ singlet = 0 ↔ b₁ = b₂) := by
  refine ⟨?_, leakage_eq b₁ b₂, ?_, ?_⟩
  · rw [zeeman_mulVec_singlet]
    exact (triplet_properties _).2.1
  · intro h
    exact (leakage_eq_zero_iff b₁ b₂).1 (by simp [leakage, h])
  · rintro rfl
    rw [zeeman_mulVec_singlet]
    ext ⟨i, j⟩
    fin_cases i <;> fin_cases j <;> simp [triplet]
```

## (i) Hermiticity of the spin operators

Show that each σ_a/2 equals its conjugate transpose.

The x and z matrices are real and symmetric. The off-diagonal entries of the y matrix are −i/2 and i/2, which are conjugates of each other. Lean goes through all the entries.

```lean
lemma spin_conjTranspose (a : Fin 3) : (spin a)ᴴ = spin a := by
  fin_cases a <;> ext i j <;> fin_cases i <;> fin_cases j <;> simp [spin]
```

## (j) Hermiticity of the Hamiltonian

Show that H† = H.

The adjoint of a Kronecker product is the product of the adjoints, so I_a and S_a are Hermitian by (i). The coefficients b₁(a) and b₂(a) are real, and a real combination of Hermitian matrices is Hermitian. The proof is a single simplification with these rules.

```lean
lemma zeeman_conjTranspose (b₁ b₂ : Fin 3 → ℝ) : (zeeman b₁ b₂)ᴴ = zeeman b₁ b₂ := by
  simp only [zeeman, conjTranspose_sum, conjTranspose_add, conjTranspose_smul,
    conjTranspose_kronecker, conjTranspose_one, spin_conjTranspose, Complex.star_def,
    Complex.conj_ofReal]
```

## (k) Hermiticity of the projector

Show that P† = P.

Entry by entry,

P†(p, q) = P(q, p)* = (s(q) s(p)*)* = s(p) s(q)* = P(p, q).

```lean
lemma singletProj_conjTranspose : singletProjᴴ = singletProj := by
  ext p q
  simp [singletProj, vecMulVec_apply, conjTranspose_apply, mul_comm]
```

## (l) Action of the projector

Show that Pv = ⟨s, v⟩ s for every state v.

Component p of the left side is

Σ_q s(p) s(q)* v(q) = s(p) Σ_q s(q)* v(q) = ⟨s, v⟩ s(p).

Lean moves the common factor through the sum and compares the terms.

```lean
lemma singletProj_mulVec (v : Fin 2 × Fin 2 → ℂ) :
    singletProj *ᵥ v = (star singlet ⬝ᵥ v) • singlet := by
  ext p
  simp only [singletProj, Matrix.mulVec, dotProduct, vecMulVec_apply, Pi.smul_apply,
    smul_eq_mul, Finset.sum_mul]
  exact Finset.sum_congr rfl fun q _ => by ring
```

## (m) Commutation with the singlet projector

Show that HP = PH exactly when b₁ = b₂.

By (h) it is enough to show that HP = PH exactly when Hs = 0. Suppose first that the products agree, and apply both to s. Using (l), (c) and the zero mean energy,

HPs = ⟨s, s⟩ Hs = Hs,
PHs = ⟨s, Hs⟩ s = 0,

so Hs = 0. Conversely, if Hs = 0, then HP = |Hs⟩⟨s| = 0. Taking the adjoint and using (j) and (k) gives PH = (HP)† = 0, so both products are zero and agree.

In the Lean proof, `congrArg` applies the two sides to the singlet in the first direction and takes the adjoint in the second.

```lean
/-- The Hamiltonian of the local fields commutes with the singlet projector exactly when the
two fields are equal. -/
theorem commute_singletProj_iff (b₁ b₂ : Fin 3 → ℝ) :
    zeeman b₁ b₂ * singletProj = singletProj * zeeman b₁ b₂ ↔ b₁ = b₂ := by
  obtain ⟨hmean, -, hzero⟩ := singlet_field_leakage b₁ b₂
  rw [← hzero]
  constructor
  · intro h
    -- apply both products to the singlet
    have hs := congrArg (fun M => M *ᵥ singlet) h
    simpa only [← Matrix.mulVec_mulVec, singletProj_mulVec, singlet_normalised, hmean,
      one_smul, zero_smul] using hs
  · intro h
    have hHP : zeeman b₁ b₂ * singletProj = 0 := by
      rw [singletProj, Matrix.mul_vecMulVec, h]
      ext p q
      simp [vecMulVec_apply]
    -- the other product is the adjoint of this one
    have hPH := congrArg conjTranspose hHP
    rw [conjTranspose_mul, zeeman_conjTranspose, singletProj_conjTranspose,
      conjTranspose_zero] at hPH
    rw [hHP, hPH]
```

## (n) Mean leakage in fluctuating fields

Let the fields take finitely many pairs of values b₁ₖ, b₂ₖ with real weights wₖ. Suppose that

Σₖ wₖ |b₁ₖ|² = Σₖ wₖ |b₂ₖ|² = v,
Σₖ wₖ b₁ₖ·b₂ₖ = C v.

Show that the weighted leakage is v(1 − C)/2.

Expanding the square in (f) gives

Σₖ wₖ ‖Hₖs‖² = (1/4) Σₖ wₖ (|b₁ₖ|² + |b₂ₖ|² − 2 b₁ₖ·b₂ₖ)
= (v + v − 2Cv)/4
= v(1 − C)/2.

The hypotheses `h₁` and `h₂` say that the fields at the two spins have the same weighted sum of squares v, and `h₁₂` fixes C when v ≠ 0. If v = 0, C is arbitrary and the weighted leakage is zero. No mean field is subtracted, so for v ≠ 0 and non-negative weights that sum to one, C is the usual correlation coefficient when the fields average to zero. The identity holds for any real weights; they must be non-negative and sum to one for v to be a mean square in the usual sense. C = 0, as for uncorrelated fields that average to zero, gives v/2, and C = 1 gives zero. A relaxation rate would also need the correlation time of the fluctuations.

The Lean proof expands each term, splits the sum in three, and inserts the hypotheses.

```lean
/-- If the weighted sums of `|b₁|²` and `|b₂|²` both equal `v` and that of `b₁·b₂` equals `C v`,
then the weighted sum of the leakages is `v (1 - C)/2`. -/
theorem mean_leakage {ι : Type*} [Fintype ι] (w : ι → ℝ) (b₁ b₂ : ι → Fin 3 → ℝ) (v C : ℝ)
    (h₁ : ∑ k, w k * ∑ a, b₁ k a ^ 2 = v) (h₂ : ∑ k, w k * ∑ a, b₂ k a ^ 2 = v)
    (h₁₂ : ∑ k, w k * ∑ a, b₁ k a * b₂ k a = C * v) :
    ∑ k, w k * leakage (b₁ k) (b₂ k) = v * (1 - C) / 2 := by
  have h : ∑ k, w k * leakage (b₁ k) (b₂ k) =
      ∑ k, ((1 / 4) * (w k * ∑ a, b₁ k a ^ 2) + (1 / 4) * (w k * ∑ a, b₂ k a ^ 2)
        + (-1 / 2) * (w k * ∑ a, b₁ k a * b₂ k a)) := by
    refine Finset.sum_congr rfl fun k _ => ?_
    rw [leakage_eq]
    simp only [Fin.sum_univ_three]
    ring
  rw [h, Finset.sum_add_distrib, Finset.sum_add_distrib, ← Finset.mul_sum, ← Finset.mul_sum,
    ← Finset.mul_sum, h₁, h₂, h₁₂]
  ring
```

## (o) Ensembles without leakage

Let all weights be positive. Show that the weighted leakage is zero exactly when b₁ₖ = b₂ₖ for every k.

Each term wₖ‖Hₖs‖² is non-negative, so the sum is zero only if every term is. Since wₖ > 0, each leakage is then zero, and (g) gives equal fields. Conversely, equal fields make every term zero. The fields may still vary from one realisation to the next in any way, provided that both spins feel the same one. The proof again uses `Finset.sum_eq_zero_iff_of_nonneg`, followed by (g).

The ensemble could also have been modelled by random fields on a probability space. The sums would become expectation values, (n) would need fields with finite mean squares, and the conclusion here would weaken to equality with probability one. The finite version covers sampled fields, such as a set of simulation snapshots, without measure theory.

```lean
/-- With positive weights, the weighted sum of the leakages vanishes exactly when the two fields are
equal in every realisation. -/
theorem mean_leakage_eq_zero_iff {ι : Type*} [Fintype ι] (w : ι → ℝ) (hw : ∀ k, 0 < w k)
    (b₁ b₂ : ι → Fin 3 → ℝ) :
    ∑ k, w k * leakage (b₁ k) (b₂ k) = 0 ↔ ∀ k, b₁ k = b₂ k := by
  have hnn : ∀ k ∈ Finset.univ, 0 ≤ w k * leakage (b₁ k) (b₂ k) := fun k _ =>
    mul_nonneg (hw k).le (Finset.sum_nonneg fun p _ => sq_nonneg _)
  rw [Finset.sum_eq_zero_iff_of_nonneg hnn]
  constructor
  · intro h k
    exact (leakage_eq_zero_iff _ _).1
      ((mul_eq_zero.1 (h k (Finset.mem_univ k))).resolve_left (hw k).ne')
  · intro h k _
    rw [(leakage_eq_zero_iff _ _).2 (h k), mul_zero]

end

end SingletFieldLeakage
```

```lean
#print axioms SingletFieldLeakage.singlet_normalised
#print axioms SingletFieldLeakage.commute_singletProj_iff
#print axioms SingletFieldLeakage.mean_leakage
#print axioms SingletFieldLeakage.mean_leakage_eq_zero_iff
```

```
'SingletFieldLeakage.singlet_normalised' depends on axioms: [propext, Classical.choice, Quot.sound]
'SingletFieldLeakage.commute_singletProj_iff' depends on axioms: [propext, Classical.choice, Quot.sound]
'SingletFieldLeakage.mean_leakage' depends on axioms: [propext, Classical.choice, Quot.sound]
'SingletFieldLeakage.mean_leakage_eq_zero_iff' depends on axioms: [propext, Classical.choice, Quot.sound]
```
